# The two-qubit state (1 + σ ⊗ τ)/4 is separable for any spin components σ and τ

Let σ and τ be spin components of two qubits, in units of one half: Hermitian 2 × 2 matrices with square one and trace zero. The theorem `correlated_separable` says that the matrix (1 + σ ⊗ τ)/4 is a separable state, that is, a finite convex combination of products of one-qubit density matrices, each of trace one. The proof writes it as an equal mixture of two product states, one with both spins up, (1 + σ)/2 ⊗ (1 + τ)/2, and one with both down, (1 − σ)/2 ⊗ (1 − τ)/2. Both products lie in the set of separable states, and since that set is convex, so does their mixture.

An attempt in Lean 4 with a fault in it:

```lean
import Mathlib

open Matrix
open scoped Kronecker ComplexOrder

namespace CorrelatedSeparable

noncomputable section

/-- Operators on one qubit. -/
abbrev Qubit := Matrix (Fin 2) (Fin 2) ℂ

/-- Operators on two qubits. -/
abbrev TwoQubit := Matrix (Fin 2 × Fin 2) (Fin 2 × Fin 2) ℂ

/-- A qubit density matrix: positive semidefinite with trace one. -/
def IsDensity (A : Qubit) : Prop := A.PosSemidef ∧ A.trace = 1

/-- The separable states: all finite convex combinations of products of qubit density matrices. -/
def separableStates : Set TwoQubit :=
  convexHull ℝ {ρ | ∃ A B : Qubit, IsDensity A ∧ IsDensity B ∧ ρ = A ⊗ₖ B}

/-- A spin component in units of one half: Hermitian, with square one and trace zero. -/
def IsSpin (σ : Qubit) : Prop := σ.IsHermitian ∧ σ * σ = 1 ∧ σ.trace = 0

/-- For a spin component `σ`, the matrix `(1 + σ)/2` is a density matrix. -/
theorem isDensity_of_isSpin {σ : Qubit} (h : IsSpin σ) :
    IsDensity ((1 / 2 : ℝ) • (1 + σ)) := by
  obtain ⟨h1, h2, h3⟩ := h
  have hH : ((1 / 2 : ℝ) • (1 + σ))ᴴ = (1 / 2 : ℝ) • (1 + σ) := by
    rw [Matrix.conjTranspose_smul, Matrix.conjTranspose_add, Matrix.conjTranspose_one, h1.eq]
    simp
  have hsq : (1 + σ) * (1 + σ) = (2 : ℝ) • (1 + σ) := by
    rw [two_smul]
    linear_combination (norm := noncomm_ring) h2
  -- the matrix is a Hermitian idempotent, hence positive
  have hP : ((1 / 2 : ℝ) • (1 + σ)) * ((1 / 2 : ℝ) • (1 + σ)) = (1 / 2 : ℝ) • (1 + σ) := by
    rw [smul_mul_smul_comm, hsq, smul_smul]
    norm_num
  constructor
  · have := Matrix.posSemidef_conjTranspose_mul_self ((1 / 2 : ℝ) • (1 + σ))
    rwa [hH, hP] at this
  · rw [Matrix.trace_smul, Matrix.trace_add, h3, Matrix.trace_one]
    simp [Complex.real_smul]

/-- For spin components `σ` and `τ` of the two qubits, `(1 + σ ⊗ τ)/4` is separable. -/
theorem correlated_separable {σ τ : Qubit} (hσ : IsSpin σ) (hτ : IsSpin τ) :
    (1 / 4 : ℝ) • (1 + σ ⊗ₖ τ) ∈ separableStates := by
  have neg : ∀ {α : Qubit}, IsSpin α → IsSpin (-α) := fun h =>
    ⟨h.1.neg, by rw [neg_mul_neg, h.2.1], by rw [Matrix.trace_neg, h.2.2, neg_zero]⟩
  -- equal mixture of "both up" and "both down"
  have e : (1 / 4 : ℝ) • (1 + σ ⊗ₖ τ) =
      (1 / 2 : ℝ) • (((1 / 2 : ℝ) • (1 + σ)) ⊗ₖ ((1 / 2 : ℝ) • (1 + τ))) +
      (1 / 2 : ℝ) • (((1 / 2 : ℝ) • (1 + -σ)) ⊗ₖ ((1 / 2 : ℝ) • (1 + -τ))) := by
    rw [← Matrix.one_kronecker_one]
    ext ⟨i, j⟩ ⟨k, l⟩
    simp only [Matrix.add_apply, Matrix.smul_apply, Matrix.neg_apply,
      Matrix.kroneckerMap_apply, Complex.real_smul]
    push_cast
    ring
  rw [e]
  exact convex_convexHull ℝ _
    (subset_convexHull ℝ _ ⟨_, _, isDensity_of_isSpin hσ, isDensity_of_isSpin hτ, rfl⟩)
    (subset_convexHull ℝ _
      ⟨_, _, isDensity_of_isSpin (neg hσ), isDensity_of_isSpin (neg hτ), rfl⟩)
    (by norm_num) (by norm_num) (by norm_num)

end

end CorrelatedSeparable
```

Messages:

```
Main.lean:63:27: error: Invalid `⟨...⟩` notation: The expected type of this term could not be determined
Main.lean:65:6: error: Invalid `⟨...⟩` notation: The expected type of this term could not be determined
```

Both messages say the same thing, once for each product state: Lean met a `⟨...⟩` without knowing what it was meant to prove. Such brackets can be read only when the expected type is known. Here they should prove that a product lies in the set whose convex hull is taken, but that set was given only as `_`, in `convex_convexHull ℝ _` and in `subset_convexHull ℝ _`. The goal does name `separableStates`, whose definition contains the set, but Lean had not used this to fill in the `_` when it came to the brackets.

The repair proves first, as `prod`, that a product of two density matrices is separable, and there the set is written out in full. Lean can then see that the brackets must supply two matrices, the proofs that they are density matrices, and an equation. The last step uses `prod` for both states and needs no brackets. The new `hc` states the convexity for `separableStates` by name, so no set is left open there either. Writing `A, B` for `_, _` inside the brackets is mere tidying.

Lean accepts the file once it reads:

```diff
@@ -59,9 +59,13 @@
     push_cast
     ring
+  have prod : ∀ {A B : Qubit}, IsDensity A → IsDensity B → A ⊗ₖ B ∈ separableStates := by
+    intro A B hA hB
+    exact subset_convexHull ℝ
+      {ρ : TwoQubit | ∃ A B : Qubit, IsDensity A ∧ IsDensity B ∧ ρ = A ⊗ₖ B}
+      ⟨A, B, hA, hB, rfl⟩
+  have hc : Convex ℝ separableStates := convex_convexHull ℝ _
   rw [e]
-  exact convex_convexHull ℝ _
-    (subset_convexHull ℝ _ ⟨_, _, isDensity_of_isSpin hσ, isDensity_of_isSpin hτ, rfl⟩)
-    (subset_convexHull ℝ _
-      ⟨_, _, isDensity_of_isSpin (neg hσ), isDensity_of_isSpin (neg hτ), rfl⟩)
+  exact hc (prod (isDensity_of_isSpin hσ) (isDensity_of_isSpin hτ))
+    (prod (isDensity_of_isSpin (neg hσ)) (isDensity_of_isSpin (neg hτ)))
     (by norm_num) (by norm_num) (by norm_num)
 
```
